# Error bound for the seventh-order expansion of the Lindhard logarithm

The logarithm ln((1 + t)/(1 − t)) occurs in the static Lindhard function of the non-interacting three-dimensional electron gas at zero temperature, where t is the wavenumber divided by twice the Fermi wavenumber. The theorem itself is a statement about a real number t: for 0 < t ≤ 1/2, this logarithm differs from 2(t + t³/3 + t⁵/5 + t⁷/7) by at most 4t⁹. The attempt applies Mathlib's bound for the Taylor series of ln(1 − x), with eight terms, at x = t and at x = −t. It bounds each remainder by 2t⁹ and then subtracts the two expansions, so that the even powers cancel.

The first attempt, which Lean rejects:

```lean
import Mathlib

open Filter Topology

namespace LogRatioBound

noncomputable section

/-- For `0 < t ≤ 1/2` the Lindhard logarithm equals its seventh-order polynomial
up to an error of at most `4 t ^ 9`. -/
theorem log_ratio_bound {t : ℝ} (ht : 0 < t) (ht2 : t ≤ 1 / 2) :
    |Real.log ((1 + t) / (1 - t)) - 2 * (t + t ^ 3 / 3 + t ^ 5 / 5 + t ^ 7 / 7)|
      ≤ 4 * t ^ 9 := by
  have h1 := Real.abs_log_sub_add_sum_range_le (x := t)
    (by rw [abs_of_pos ht]; linarith) 8
  have h2 := Real.abs_log_sub_add_sum_range_le (x := -t)
    (by rw [abs_neg, abs_of_pos ht]; linarith) 8
  have s1 : ∑ i ∈ Finset.range 8, t ^ (i + 1) / ((i : ℝ) + 1) =
      t + t ^ 2 / 2 + t ^ 3 / 3 + t ^ 4 / 4 + t ^ 5 / 5 + t ^ 6 / 6 + t ^ 7 / 7
        + t ^ 8 / 8 := by
    simp only [Finset.sum_range_succ, Finset.sum_range_zero]
    push_cast
    ring
  have s2 : ∑ i ∈ Finset.range 8, (-t) ^ (i + 1) / ((i : ℝ) + 1) =
      -t + t ^ 2 / 2 - t ^ 3 / 3 + t ^ 4 / 4 - t ^ 5 / 5 + t ^ 6 / 6 - t ^ 7 / 7
        + t ^ 8 / 8 := by
    simp only [Finset.sum_range_succ, Finset.sum_range_zero]
    push_cast
    ring
  rw [s1, abs_of_pos ht] at h1
  rw [s2, abs_neg, abs_of_pos ht, sub_neg_eq_add] at h2
  have hb : t ^ (8 + 1) / (1 - t) ≤ 2 * t ^ 9 := by
    rw [div_le_iff₀ (by linarith)]
    nlinarith [mul_nonneg (pow_pos ht 9).le (by linarith : 0 ≤ 1 - 2 * t)]
  -- the even powers cancel between the two logarithms
  obtain ⟨a1, a2⟩ := abs_le.mp (h1.trans hb)
  obtain ⟨b1, b2⟩ := abs_le.mp (h2.trans hb)
  rw [Real.log_div (by linarith) (by linarith), abs_le]
  constructor <;> linarith

end

end LogRatioBound
```

Compiling this gives:

```
Main.lean:34:4: error: linarith failed to find a contradiction
t : ℝ
ht : 0 < t
ht2 : t ≤ 1 / 2
h1 :
  |t + t ^ 2 / 2 + t ^ 3 / 3 + t ^ 4 / 4 + t ^ 5 / 5 + t ^ 6 / 6 + t ^ 7 / 7 + t ^ 8 / 8 + Real.log (1 - t)| ≤
    t ^ (8 + 1) / (1 - t)
h2 :
  |-t + t ^ 2 / 2 - t ^ 3 / 3 + t ^ 4 / 4 - t ^ 5 / 5 + t ^ 6 / 6 - t ^ 7 / 7 + t ^ 8 / 8 + Real.log (1 + t)| ≤
    t ^ (8 + 1) / (1 - t)
s1 :
  ∑ i ∈ Finset.range 8, t ^ (i + 1) / (↑i + 1) =
    t + t ^ 2 / 2 + t ^ 3 / 3 + t ^ 4 / 4 + t ^ 5 / 5 + t ^ 6 / 6 + t ^ 7 / 7 + t ^ 8 / 8
s2 :
  ∑ i ∈ Finset.range 8, (-t) ^ (i + 1) / (↑i + 1) =
    -t + t ^ 2 / 2 - t ^ 3 / 3 + t ^ 4 / 4 - t ^ 5 / 5 + t ^ 6 / 6 - t ^ 7 / 7 + t ^ 8 / 8
a✝ : 2 * t ^ 9 * (1 - t) < t ^ (8 + 1)
⊢ False
failed
```

The one error comes from the `nlinarith` call in `hb`, which has to show `t ^ (8 + 1) ≤ 2 * t ^ 9 * (1 - t)`. The message says `linarith` because `nlinarith` hands its final search to the same procedure. The inequality is true, and the hint supplied, `0 ≤ t ^ 9 * (1 - 2 * t)`, is exactly what it needs. The obstacle is the exponent `8 + 1`, left over from the Mathlib bound and visible in the negated goal `a✝`. When `linarith` reads its hypotheses as polynomials, it expands a power only if the exponent is a numeral. It therefore takes `t ^ (8 + 1)` as an opaque quantity unrelated to `t ^ 9`, and the hint cannot contradict the negated goal.

The repair keeps the hint, now named `hp`, and proves in `e` that the right side minus the left equals `t ^ 9 * (1 - 2 * t)`. This is done by `ring`, which does evaluate `8 + 1`. Rewriting with `e` turns `hp` into the statement that the difference is nonnegative, and `sub_nonneg.1` turns that into the required inequality.

After these edits no error is left:

```diff
@@ -32,5 +32,7 @@
   have hb : t ^ (8 + 1) / (1 - t) ≤ 2 * t ^ 9 := by
     rw [div_le_iff₀ (by linarith)]
-    nlinarith [mul_nonneg (pow_pos ht 9).le (by linarith : 0 ≤ 1 - 2 * t)]
+    have hp := mul_nonneg (pow_pos ht 9).le (by linarith : 0 ≤ 1 - 2 * t)
+    have e : 2 * t ^ 9 * (1 - t) - t ^ (8 + 1) = t ^ 9 * (1 - 2 * t) := by ring
+    exact sub_nonneg.1 (e ▸ hp)
   -- the even powers cancel between the two logarithms
   obtain ⟨a1, a2⟩ := abs_le.mp (h1.trans hb)
```
